# Pairwise additivity of a vdW-DF-type nonlocal energy for fragments with disjoint supports

If a two-point energy on a finite grid has an integrand that vanishes whenever either field value is zero, then the energy of any finite number of fragments with pairwise disjoint supports is the sum of their own energies and their pair interactions. In particular, three such fragments have no three-body term.

```lean
import Mathlib

open Finset

namespace VdWDFPairwiseAdditivity

noncomputable section

/-- A field on the grid: at each point the density (component 0) and its gradient
(components 1 to 3). -/
abbrev DensityField (G : Type*) := G → Fin 4 → ℝ

/-- A two-point integrand depending on two grid points and the field values there. -/
abbrev Integrand (G : Type*) := G → G → (Fin 4 → ℝ) → (Fin 4 → ℝ) → ℝ

/-- The integrand is zero as soon as one of the two field values is zero. -/
structure VanishesInVacuum {G : Type*} (F : Integrand G) : Prop where
  left : ∀ x y v, F x y 0 v = 0
  right : ∀ x y u, F x y u 0 = 0

/-- At every grid point at least one of the two fields is zero. -/
def DisjointSupports {G : Type*} (a b : DensityField G) : Prop :=
  ∀ x, a x = 0 ∨ b x = 0

variable {G ι : Type*} [Fintype G]

/-- The nonlocal energy of a field, a double sum over the grid. -/
def energy (F : Integrand G) (n : DensityField G) : ℝ :=
  ∑ x, ∑ y, F x y (n x) (n y)

/-- The double sum with the first point taken in field `a` and the second in field `b`. -/
def crossEnergy (F : Integrand G) (a b : DensityField G) : ℝ :=
  ∑ x, ∑ y, F x y (a x) (b y)

/-- The three-body term: what remains of the energy of three fields after removing
all one-body and two-body contributions. -/
def threeBodyTerm (F : Integrand G) (a b c : DensityField G) : ℝ :=
  energy F (a + b + c) - energy F (a + b) - energy F (a + c) - energy F (b + c)
    + energy F a + energy F b + energy F c

/-- The vdW-DF integrand: half the product of the two densities and a kernel `φ` that depends
on the two points and on the local parameter `q₀` at each of them. -/
def vdwDF (φ : G → G → ℝ → ℝ → ℝ) (q₀ : (Fin 4 → ℝ) → ℝ) : Integrand G :=
  fun x y u v => 1 / 2 * u 0 * φ x y (q₀ u) (q₀ v) * v 0

/-- A local function that vanishes at zero field is additive over field values
of which at most one is nonzero. -/
theorem local_additivity [Fintype ι] (g : (Fin 4 → ℝ) → ℝ) (h0 : g 0 = 0)
    (a : ι → Fin 4 → ℝ) (ha : ∀ k l, k ≠ l → a k = 0 ∨ a l = 0) :
    g (∑ k, a k) = ∑ k, g (a k) := by
  by_cases h : ∃ k, a k ≠ 0
  · obtain ⟨k, hk⟩ := h
    have hz : ∀ l, l ≠ k → a l = 0 := fun l hl => (ha l k hl).resolve_right hk
    have hg : ∀ l, l ≠ k → g (a l) = 0 := fun l hl => by rw [hz l hl, h0]
    rw [Fintype.sum_eq_single k hz, Fintype.sum_eq_single k hg]
  · have h' : ∀ k, a k = 0 := fun k => by_contra fun hk => h ⟨k, hk⟩
    simp [h', h0]

/-- The energy of a sum of fragments with pairwise disjoint supports is the double sum of
cross energies over all ordered pairs of fragments, equal ones included. -/
theorem energy_sum [Fintype ι] {F : Integrand G} (hF : VanishesInVacuum F)
    (n : ι → DensityField G) (hn : ∀ k l, k ≠ l → DisjointSupports (n k) (n l)) :
    energy F (∑ k, n k) = ∑ k, ∑ l, crossEnergy F (n k) (n l) := by
  have key : ∀ x y, F x y ((∑ k, n k) x) ((∑ k, n k) y)
      = ∑ k, ∑ l, F x y (n k x) (n l y) := by
    intro x y
    -- expand in the field at x, then in the field at y
    have h1 := local_additivity (fun u => F x y u (∑ l, n l y)) (hF.left x y _)
      (fun k => n k x) (fun k l h => hn k l h x)
    have h2 : ∀ k, F x y (n k x) (∑ l, n l y) = ∑ l, F x y (n k x) (n l y) := fun k =>
      local_additivity (fun v => F x y (n k x) v) (hF.right x y _)
        (fun l => n l y) (fun i j h => hn i j h y)
    simp only [Finset.sum_apply]
    exact h1.trans (Finset.sum_congr rfl fun k _ => h2 k)
  unfold energy crossEnergy
  simp_rw [key]
  -- move the fragment sums outside the grid sums
  refine (Finset.sum_congr rfl fun x _ => Finset.sum_comm).trans ?_
  refine Finset.sum_comm.trans (Finset.sum_congr rfl fun k _ => ?_)
  exact (Finset.sum_congr rfl fun x _ => Finset.sum_comm).trans Finset.sum_comm

/-- The interaction energy of two fragments with disjoint supports is the sum of their
two cross energies. -/
theorem pair_interaction {F : Integrand G} (hF : VanishesInVacuum F)
    {a b : DensityField G} (h : DisjointSupports a b) :
    energy F (a + b) - energy F a - energy F b = crossEnergy F a b + crossEnergy F b a := by
  have key : energy F (a + b)
      = energy F a + energy F b + crossEnergy F a b + crossEnergy F b a := by
    unfold energy crossEnergy
    simp only [← Finset.sum_add_distrib]
    refine Finset.sum_congr rfl fun x _ => Finset.sum_congr rfl fun y _ => ?_
    rcases h x with hx | hx <;> rcases h y with hy | hy <;>
      simp [hx, hy, hF.left, hF.right]
  rw [key]
  ring

/-- A double sum over fragments is its diagonal plus a sum over pairs `k < l`. -/
theorem sum_over_pairs [Fintype ι] [LinearOrder ι] (b : ι → ι → ℝ) :
    ∑ k, ∑ l, b k l = ∑ k, b k k + ∑ k, ∑ l with k < l, (b k l + b l k) := by
  have split : ∀ k l, b k l = (if k = l then b k l else 0)
      + ((if k < l then b k l else 0) + (if l < k then b k l else 0)) := by
    intro k l
    rcases lt_trichotomy k l with h | h | h
    · simp [h, h.ne, not_lt.mpr h.le]
    · subst h
      simp
    · simp [h, h.ne', not_lt.mpr h.le]
  have diag : ∑ k, ∑ l, (if k = l then b k l else 0) = ∑ k, b k k := by simp
  have swap : ∑ k, ∑ l, (if l < k then b k l else 0)
      = ∑ k, ∑ l, (if k < l then b l k else 0) := Finset.sum_comm
  refine (Finset.sum_congr rfl fun k _ => Finset.sum_congr rfl fun l _ => split k l).trans ?_
  simp only [Finset.sum_add_distrib]
  simp only [Finset.sum_filter]
  rw [diag, swap]

/-- For finitely many fragments with pairwise disjoint supports, the nonlocal energy is the sum
of the fragment energies and of the interaction energies of all pairs. -/
theorem energy_pairwise_additive [Fintype ι] [LinearOrder ι] {F : Integrand G}
    (hF : VanishesInVacuum F) (n : ι → DensityField G)
    (hn : ∀ k l, k ≠ l → DisjointSupports (n k) (n l)) :
    energy F (∑ k, n k) = ∑ k, energy F (n k)
      + ∑ k, ∑ l with k < l, (energy F (n k + n l) - energy F (n k) - energy F (n l)) := by
  have hd : ∀ k, crossEnergy F (n k) (n k) = energy F (n k) := fun _ => rfl
  rw [energy_sum hF n hn, sum_over_pairs]
  simp only [hd]
  congr 1
  refine Finset.sum_congr rfl fun k _ => Finset.sum_congr rfl fun l hl => ?_
  exact (pair_interaction hF (hn k l (ne_of_lt (Finset.mem_filter.mp hl).2))).symm

/-- The three-body term of three fragments with pairwise disjoint supports is zero. -/
theorem threeBodyTerm_eq_zero {F : Integrand G} (hF : VanishesInVacuum F)
    {a b c : DensityField G} (hab : DisjointSupports a b) (hac : DisjointSupports a c)
    (hbc : DisjointSupports b c) : threeBodyTerm F a b c = 0 := by
  have key : energy F (a + b + c) + energy F a + energy F b + energy F c
      = energy F (a + b) + energy F (a + c) + energy F (b + c) := by
    unfold energy
    simp only [← Finset.sum_add_distrib]
    refine Finset.sum_congr rfl fun x _ => Finset.sum_congr rfl fun y _ => ?_
    -- at each of the two points at most one fragment is present
    rcases hab x with h1 | h1 <;> rcases hac x with h2 | h2 <;> rcases hbc x with h3 | h3 <;>
      rcases hab y with h4 | h4 <;> rcases hac y with h5 | h5 <;> rcases hbc y with h6 | h6 <;>
      simp [h1, h2, h3, h4, h5, h6, hF.left, hF.right]
  unfold threeBodyTerm
  linarith

omit [Fintype G] in
/-- The vdW-DF integrand is zero when either field value is zero. -/
theorem vdwDF_vanishesInVacuum (φ : G → G → ℝ → ℝ → ℝ) (q₀ : (Fin 4 → ℝ) → ℝ) :
    VanishesInVacuum (vdwDF φ q₀) :=
  ⟨fun x y v => by simp [vdwDF], fun x y u => by simp [vdwDF]⟩

/-- For a symmetric vdW-DF kernel and fragments with pairwise disjoint supports, each pair
contributes the kernel summed over one point in each fragment, weighted by the densities. -/
theorem vdwDF_energy_pairwise [Fintype ι] [LinearOrder ι] (φ : G → G → ℝ → ℝ → ℝ)
    (q₀ : (Fin 4 → ℝ) → ℝ) (hφ : ∀ x y p q, φ x y p q = φ y x q p)
    (n : ι → DensityField G) (hn : ∀ k l, k ≠ l → DisjointSupports (n k) (n l)) :
    energy (vdwDF φ q₀) (∑ k, n k) = ∑ k, energy (vdwDF φ q₀) (n k)
      + ∑ k, ∑ l with k < l,
          ∑ x, ∑ y, n k x 0 * φ x y (q₀ (n k x)) (q₀ (n l y)) * n l y 0 := by
  have hF := vdwDF_vanishesInVacuum φ q₀
  rw [energy_pairwise_additive hF n hn]
  congr 1
  refine Finset.sum_congr rfl fun k _ => Finset.sum_congr rfl fun l hl => ?_
  rw [pair_interaction hF (hn k l (ne_of_lt (Finset.mem_filter.mp hl).2))]
  -- the two cross energies agree because the kernel is symmetric
  have hs : crossEnergy (vdwDF φ q₀) (n l) (n k) = crossEnergy (vdwDF φ q₀) (n k) (n l) := by
    unfold crossEnergy
    refine Finset.sum_comm.trans ?_
    refine Finset.sum_congr rfl fun x _ => Finset.sum_congr rfl fun y _ => ?_
    simp only [vdwDF]
    rw [hφ y x]
    ring
  rw [hs]
  unfold crossEnergy
  simp only [← Finset.sum_add_distrib]
  refine Finset.sum_congr rfl fun x _ => Finset.sum_congr rfl fun y _ => ?_
  simp only [vdwDF]
  ring

/-- On a one-point grid, with kernel `φ = p q` and `q₀` equal to the density, three coinciding
fields of unit density and zero gradient have three-body term 18. -/
theorem threeBodyTerm_overlapping :
    threeBodyTerm (G := Unit) (vdwDF (fun _ _ p q => p * q) (fun u => u 0))
      (fun _ => ![1, 0, 0, 0]) (fun _ => ![1, 0, 0, 0]) (fun _ => ![1, 0, 0, 0]) = 18 := by
  simp only [threeBodyTerm, energy, vdwDF, Finset.univ_unique, Finset.sum_singleton,
    Pi.add_apply, Matrix.cons_val_zero]
  norm_num

end

end VdWDFPairwiseAdditivity
```

```lean
#print axioms VdWDFPairwiseAdditivity.energy_pairwise_additive
-- 'VdWDFPairwiseAdditivity.energy_pairwise_additive' depends on axioms: [propext, Classical.choice, Quot.sound]
#print axioms VdWDFPairwiseAdditivity.threeBodyTerm_eq_zero
-- 'VdWDFPairwiseAdditivity.threeBodyTerm_eq_zero' depends on axioms: [propext, Classical.choice, Quot.sound]
#print axioms VdWDFPairwiseAdditivity.vdwDF_energy_pairwise
-- 'VdWDFPairwiseAdditivity.vdwDF_energy_pairwise' depends on axioms: [propext, Classical.choice, Quot.sound]
#print axioms VdWDFPairwiseAdditivity.threeBodyTerm_overlapping
-- 'VdWDFPairwiseAdditivity.threeBodyTerm_overlapping' depends on axioms: [propext, Classical.choice, Quot.sound]
```

## Fields, energy and interactions

A field $n$ (`DensityField`) assigns to each grid point $x$ a vector in $\mathbb R^4$: component 0 is the density and components 1 to 3 are its gradient. The energy is

$$E(n)=\sum_{x,y}F(x,y,n(x),n(y)),$$

where $F$ is any real function that satisfies `VanishesInVacuum`: $F(x,y,0,v)=0$ and $F(x,y,u,0)=0$. Physically, a point without electrons takes no part in the nonlocal correlation. Grid weights can be absorbed into $F$.

`DisjointSupports a b` says that at every point $a(x)=0$ or $b(x)=0$, as full four-component vectors. For fragments $n_k$ that satisfy this for all $k\ne l$, `energy_pairwise_additive` states

$$E\Big(\sum_k n_k\Big)=\sum_k E(n_k)+\sum_{k<l}\big[E(n_k+n_l)-E(n_k)-E(n_l)\big].$$

The linear order on the labels serves only to count each pair once.

The vdW-DF form is the special case

$$F(x,y,u,v)=\tfrac12\,u_0\,\varphi(x,y,q_0(u),q_0(v))\,v_0 .$$

The density prefactors make it vanish in vacuum for every kernel $\varphi$ and every local function $q_0$, as `vdwDF_vanishesInVacuum` records. The specific kernel and $q_0$ of a published functional are not constructed.

## From one grid point to a sum over pairs

**Additivity at a point.** Let $g(0)=0$, and let at most one of the vectors $a_k$ be nonzero. If $a_k$ is the nonzero one, both $g(\sum_j a_j)$ and $\sum_j g(a_j)$ equal $g(a_k)$; if there is none, both are zero. This is `local_additivity`, and its proof makes the same case distinction. The function $g$ may be as nonlinear as it likes.

**Expansion in fragments.** Fix $x$ and $y$. Disjointness leaves at most one fragment at each of the two points. Applying the first step to the field value at $x$, and then to the one at $y$, gives

$$F\Big(x,y,\sum_k n_k(x),\sum_l n_l(y)\Big)=\sum_{k,l}F(x,y,n_k(x),n_l(y)).$$

Define the cross energy $C(a,b)=\sum_{x,y}F(x,y,a(x),b(y))$, so that $C(a,a)=E(a)$. Summing over the grid and exchanging the finite sums yields `energy_sum`:

$$E\Big(\sum_k n_k\Big)=\sum_{k,l}C(n_k,n_l).$$

**Two fragments.** For disjoint $a$ and $b$ the expansion reads $E(a+b)=E(a)+E(b)+C(a,b)+C(b,a)$, hence

$$E(a+b)-E(a)-E(b)=C(a,b)+C(b,a).$$

The proof of `pair_interaction` obtains this directly, by checking at each $x$ and $y$ which of the two fields is zero.

**Collecting pairs.** Every double sum splits into its diagonal and its pairs (`sum_over_pairs`):

$$\sum_{k,l}C(n_k,n_l)=\sum_k C(n_k,n_k)+\sum_{k<l}\big[C(n_k,n_l)+C(n_l,n_k)\big].$$

The diagonal terms are the fragment energies, and each bracket is a pair interaction by the previous step. This proves the main theorem.

## The vanishing three-body term

For three fields, `threeBodyTerm` is

$$E(a+b+c)-E(a+b)-E(a+c)-E(b+c)+E(a)+E(b)+E(c).$$

`threeBodyTerm_eq_zero` shows that it vanishes for pairwise disjoint fields by comparing integrands at fixed $x$ and $y$. If $a$ is present at both points, $F(x,y,a(x),a(y))$ enters through $a+b+c$, $a+b$, $a+c$ and $a$, with total coefficient $1-1-1+1=0$. If $a$ is present at $x$ and $b$ at $y$, the value $F(x,y,a(x),b(y))$ enters only through $a+b+c$ and $a+b$, with coefficient $1-1=0$. The other occupied cases follow by relabelling, and if either point is empty every term is zero. The Lean proof runs through the same possibilities with `rcases` and closes them with `simp`.

## The pair energy in vdW-DF form

Assume the symmetry $\varphi(x,y,p,q)=\varphi(y,x,q,p)$. Exchanging the names of $x$ and $y$ then shows $C(n_l,n_k)=C(n_k,n_l)$, and the two factors of $\tfrac12$ add up to one. By `vdwDF_energy_pairwise`, each pair $k<l$ contributes

$$\sum_{x,y}n_k(x)_0\,\varphi\big(x,y,q_0(n_k(x)),q_0(n_l(y))\big)\,n_l(y)_0 .$$

Each $q_0$ is evaluated with the field of a single fragment, so a third fragment cannot alter the interaction of the other two.

For electronic structure this means that, with frozen and strictly non-overlapping fragment fields on a finite grid, a nonlocal correlation energy of this form contains no three-body dispersion of Axilrod–Teller type. Real densities have tails that overlap, and in a self-consistent calculation they respond to their neighbours; the theorem covers neither effect. The gradient components are also independent data here, not computed from the density. If they come from finite differences, they can be nonzero just outside the region where the density is, and disjointness must hold for them too.

## Overlap and a nonzero vacuum value

Without disjointness the three-body term can survive. Take one grid point, $\varphi=pq$ and $q_0$ equal to the density, so that a field of density $\rho$ has energy $\rho^4/2$. Three coinciding fields of unit density and zero gradient give

$$\frac{3^4}{2}-3\cdot\frac{2^4}{2}+3\cdot\frac{1}{2}=18,$$

which is `threeBodyTerm_overlapping`.

The vacuum condition matters as well. On one grid point with $F=1$ everywhere, every field has energy 1. Three zero fields are pairwise disjoint, yet their three-body term is $1-3+3=1$.
